# An energy floor for unit trial states in a subspace of a gapped finite system: $\langle\psi,H\psi\rangle \ge E_0 + g\,(1-\|P_W\phi\|^2)$

## Eigenbasis, gap and weight

Let $\mathcal V$ be a finite-dimensional complex inner product space, with $\langle\cdot,\cdot\rangle$ conjugate-linear in the first slot as in Dirac notation. The Hamiltonian $H$ is a linear map on $\mathcal V$ with an orthonormal basis of eigenvectors $b_i$ and real eigenvalues, $Hb_i=\varepsilon_i b_i$. The energy of a vector $\psi$ is $\mathcal E(\psi)=\mathrm{Re}\,\langle\psi,H\psi\rangle$, which is the expectation value of $H$ when $\|\psi\|=1$.

One index $i_0$ is singled out, and we write $\phi=b_{i_0}$ and $E_0=\varepsilon_{i_0}$. The gap condition is
$$\varepsilon_i\ \ge\ E_0+g\qquad\text{for all } i\ne i_0 .$$
The constant $g$ is a lower bound on the excitation energy out of $\phi$. For $g\ge0$ the state $\phi$ is a ground state, and for $g>0$ it is non-degenerate. For a subspace $W$ with orthogonal projector $P_W$, the weight of $\phi$ in $W$ is $s=\|P_W\phi\|^2$, the probability that a measurement of $P_W$ in the state $\phi$ returns 1.

## Fixed radial functions as a subspace

In the LAPW method the radial functions inside the atomic spheres, for angular momentum $l$, are a solution $u_l$ of the radial equation at a fixed linearization energy $E_l$ and its energy derivative $\dot u_l$. Raising the plane-wave cutoff adds basis functions, all of which stay in the space $W$ of functions whose radial parts lie in the span of $u_l$ and $\dot u_l$. Local orbitals that bring in a further radial function enlarge $W$ itself. For the lowest state of a fixed Hamiltonian in a finite-dimensional space, the bound below says that a cutoff study inside $W$ stays at least $g(1-s)$ above $E_0$. The core eigenstates of an all-electron Hamiltonian lie below the valence states. For the lowest valence state the bound therefore applies with $\mathcal V$ restricted to the orthogonal complement of the core eigenstates, and $W$ has to lie in that complement. This reading of $W$ is an interpretation that the theorems do not themselves contain, and they say nothing on how $s$ depends on $E_l$.

## The floor, the convergence criterion and the equality case

1. If $g\ge0$, every unit $\psi\in W$ has $\mathcal E(\psi)\ge E_0+g(1-s)$.
2. If $g>0$, a sequence of unit vectors $\psi_n\in W$ with $\mathcal E(\psi_n)\to E_0$ exists if and only if $\phi\in W$.
3. If $i_1\ne i_0$, $\varepsilon_{i_1}=E_0+g$, and the real numbers $c,\sigma$ satisfy $c^2+\sigma^2=1$, then $\psi=c\,\phi+\sigma\,b_{i_1}$ is a unit vector, $\phi$ has weight $c^2$ in the line spanned by $\psi$, and $\mathcal E(\psi)=E_0+g(1-c^2)$.

## From the spectral sum to the floor

Expand $\psi=\sum_i a_i b_i$ with $a_i=\langle b_i,\psi\rangle$. Then $H\psi=\sum_i a_i\varepsilon_i b_i$, and $\langle\psi,b_i\rangle=\overline{a_i}$ gives
$$\mathcal E(\psi)=\sum_i\varepsilon_i|a_i|^2 .$$
For $i\neq i_0$ the gap condition gives $\varepsilon_i|a_i|^2\ge(E_0+g)|a_i|^2$. The remaining term is $E_0|a_{i_0}|^2=(E_0+g)|a_{i_0}|^2-g|a_{i_0}|^2$. Summing and using Parseval's identity $\sum_i|a_i|^2=\|\psi\|^2$,
$$\mathcal E(\psi)\ \ge\ E_0\|\psi\|^2+g\left(\|\psi\|^2-|\langle\phi,\psi\rangle|^2\right).\tag{A}$$
Now let $\psi\in W$. The residual $\phi-P_W\phi$ is orthogonal to $W$, so $\langle\phi,\psi\rangle=\langle P_W\phi,\psi\rangle$, and the Cauchy–Schwarz inequality gives
$$|\langle\phi,\psi\rangle|^2\le s\,\|\psi\|^2.\tag{B}$$
Set $\|\psi\|=1$ and multiply (B) by $g\ge0$, so that $-g|\langle\phi,\psi\rangle|^2\ge -gs$. Inserted in (A), this is statement 1.

The vectors $P_W\phi$ and $\phi-P_W\phi$ are orthogonal and add up to the unit vector $\phi$, so Pythagoras gives
$$1-s=\|\phi-P_W\phi\|^2.\tag{C}$$
Suppose that $\mathcal E(\psi_n)\to E_0$ for unit vectors $\psi_n\in W$. Each term is at least $E_0+g(1-s)$, hence so is the limit, and with (C) this reads $g\|\phi-P_W\phi\|^2\le0$. For $g>0$ it forces $\phi=P_W\phi\in W$. Conversely, if $\phi\in W$, the constant sequence $\psi_n=\phi$ has energy $\langle\phi,E_0\phi\rangle=E_0$. This proves statement 2.

For statement 3, orthonormality gives $\|\psi\|^2=c^2+\sigma^2=1$ and $\langle\psi,\phi\rangle=c$. The projection of $\phi$ on the line is $\langle\psi,\phi\rangle\psi=c\,\psi$, of squared norm $c^2$. The cross terms of the energy vanish, so
$$\mathcal E(\psi)=c^2E_0+\sigma^2(E_0+g)=E_0+g(1-c^2).$$

## The Lean file

```lean
import Mathlib

open scoped InnerProductSpace
open Filter Topology

namespace BasisSpanEnergyFloor

noncomputable section

variable {E : Type*} [NormedAddCommGroup E] [InnerProductSpace ℂ E]
variable {ι : Type*} [Fintype ι]

/-- The orthonormal basis `b` consists of eigenvectors of `H` with real eigenvalues `ε`. -/
def IsEigenbasis (H : E →ₗ[ℂ] E) (b : OrthonormalBasis ι ℂ E) (ε : ι → ℝ) : Prop :=
  ∀ i, H (b i) = (ε i : ℂ) • b i

/-- The real part `Re ⟨ψ, H ψ⟩`, defined for any vector `ψ`; for Hermitian `H` and `‖ψ‖ = 1` it is
the energy expectation value. -/
def energy (H : E →ₗ[ℂ] E) (ψ : E) : ℝ := (⟪ψ, H ψ⟫_ℂ).re

/-- The weight `‖P_W φ‖²` of the state `φ` in the subspace `W`. -/
def weight [FiniteDimensional ℂ E] (W : Submodule ℂ E) (φ : E) : ℝ :=
  ‖W.starProjection φ‖ ^ 2

/-- The energy is the sum of the eigenvalues weighted by the squared overlaps with the
eigenvectors. -/
theorem energy_expansion {H : E →ₗ[ℂ] E} {b : OrthonormalBasis ι ℂ E} {ε : ι → ℝ}
    (hH : IsEigenbasis H b ε) (ψ : E) :
    energy H ψ = ∑ i, ε i * ‖⟪b i, ψ⟫_ℂ‖ ^ 2 := by
  have h1 : H ψ = ∑ i, ⟪b i, ψ⟫_ℂ • ((ε i : ℂ) • b i) := by
    conv_lhs => rw [← b.sum_repr' ψ]
    rw [map_sum]
    refine Finset.sum_congr rfl fun i _ => ?_
    have e : H (b i) = (ε i : ℂ) • b i := hH i
    rw [map_smul, e]
  unfold energy
  rw [h1, inner_sum, Complex.re_sum]
  refine Finset.sum_congr rfl fun i _ => ?_
  rw [inner_smul_right, inner_smul_right, ← inner_conj_symm ψ (b i)]
  generalize ⟪b i, ψ⟫_ℂ = z
  rw [Complex.sq_norm]
  simp [Complex.normSq_apply]
  ring

/-- If all eigenvalues other than `E₀ = ε i₀` are at least `E₀ + g`, the energy of any `ψ` is at
least `E₀ ‖ψ‖² + g (‖ψ‖² - |⟨b i₀, ψ⟩|²)`. -/
theorem energy_ge_of_gap {H : E →ₗ[ℂ] E} {b : OrthonormalBasis ι ℂ E} {ε : ι → ℝ}
    (hH : IsEigenbasis H b ε) {i₀ : ι} {g : ℝ} (hgap : ∀ i, i ≠ i₀ → ε i₀ + g ≤ ε i)
    (ψ : E) :
    ε i₀ * ‖ψ‖ ^ 2 + g * (‖ψ‖ ^ 2 - ‖⟪b i₀, ψ⟫_ℂ‖ ^ 2) ≤ energy H ψ := by
  classical
  -- lower every level other than `ε i₀` to `ε i₀ + g`
  have key : ∑ i, ((ε i₀ + g) * ‖⟪b i, ψ⟫_ℂ‖ ^ 2
        - if i = i₀ then g * ‖⟪b i, ψ⟫_ℂ‖ ^ 2 else 0)
      ≤ ∑ i, ε i * ‖⟪b i, ψ⟫_ℂ‖ ^ 2 := by
    refine Finset.sum_le_sum fun i _ => ?_
    by_cases hi : i = i₀
    · rw [if_pos hi, hi]
      apply le_of_eq
      ring
    · rw [if_neg hi, sub_zero]
      exact mul_le_mul_of_nonneg_right (hgap i hi) (sq_nonneg _)
  -- Parseval
  rw [Finset.sum_sub_distrib, ← Finset.mul_sum, b.sum_sq_norm_inner_right,
    Finset.sum_ite_eq'] at key
  simp only [Finset.mem_univ, if_true] at key
  rw [energy_expansion hH]
  linarith

variable [FiniteDimensional ℂ E]

/-- For `ψ` in `W`, the squared overlap with `φ` is at most the weight of `φ` in `W`
times `‖ψ‖²`. -/
theorem overlap_le_weight (W : Submodule ℂ E) (φ : E) {ψ : E} (hψ : ψ ∈ W) :
    ‖⟪φ, ψ⟫_ℂ‖ ^ 2 ≤ weight W φ * ‖ψ‖ ^ 2 := by
  have h0 : ⟪φ - W.starProjection φ, ψ⟫_ℂ = 0 :=
    (W.mem_orthogonal' _).1 (W.sub_starProjection_mem_orthogonal φ) ψ hψ
  rw [inner_sub_left, sub_eq_zero] at h0
  -- Cauchy-Schwarz with the projected state
  have hcs := norm_inner_le_norm (𝕜 := ℂ) (W.starProjection φ) ψ
  rw [h0, weight, ← mul_pow]
  exact pow_le_pow_left₀ (norm_nonneg _) hcs 2

/-- If all eigenvalues other than `E₀ = ε i₀` are at least `E₀ + g` with `g ≥ 0`, every unit
vector of a subspace `W` has energy at least `E₀ + g (1 - s)`, where `s = ‖P_W (b i₀)‖²`. -/
theorem energy_floor {H : E →ₗ[ℂ] E} {b : OrthonormalBasis ι ℂ E} {ε : ι → ℝ}
    (hH : IsEigenbasis H b ε) {i₀ : ι} {g : ℝ} (hg : 0 ≤ g)
    (hgap : ∀ i, i ≠ i₀ → ε i₀ + g ≤ ε i) (W : Submodule ℂ E) {ψ : E} (hψ : ψ ∈ W)
    (hn : ‖ψ‖ = 1) :
    ε i₀ + g * (1 - weight W (b i₀)) ≤ energy H ψ := by
  have h1 := energy_ge_of_gap hH hgap ψ
  have h2 := overlap_le_weight W (b i₀) hψ
  rw [hn] at h1 h2
  have h3 := mul_le_mul_of_nonneg_left h2 hg
  linarith

/-- For a unit state `φ`, the missing weight `1 - s` equals the squared norm of the residual
`φ - P_W φ`. -/
theorem one_sub_weight (W : Submodule ℂ E) {φ : E} (hφ : ‖φ‖ = 1) :
    1 - weight W φ = ‖φ - W.starProjection φ‖ ^ 2 := by
  have h0 : ⟪W.starProjection φ, φ - W.starProjection φ⟫_ℂ = 0 :=
    (W.mem_orthogonal _).1 (W.sub_starProjection_mem_orthogonal φ) _
      (W.starProjection_apply_mem φ)
  have h := norm_add_sq_eq_norm_sq_add_norm_sq_of_inner_eq_zero _ _ h0
  rw [add_sub_cancel, hφ] at h
  unfold weight
  nlinarith [h]

/-- With a gap `g > 0` above `E₀ = ε i₀`, there is a sequence of unit vectors of `W` whose
energies tend to `E₀` exactly when the ground state `b i₀` lies in `W`. -/
theorem tendsto_ground_energy_iff {H : E →ₗ[ℂ] E} {b : OrthonormalBasis ι ℂ E} {ε : ι → ℝ}
    (hH : IsEigenbasis H b ε) {i₀ : ι} {g : ℝ} (hg : 0 < g)
    (hgap : ∀ i, i ≠ i₀ → ε i₀ + g ≤ ε i) (W : Submodule ℂ E) :
    (∃ ψ : ℕ → E, (∀ n, ψ n ∈ W ∧ ‖ψ n‖ = 1) ∧
      Tendsto (fun n => energy H (ψ n)) atTop (𝓝 (ε i₀))) ↔ b i₀ ∈ W := by
  have hφ : ‖b i₀‖ = 1 := b.orthonormal.1 i₀
  constructor
  · rintro ⟨ψ, hψ, hlim⟩
    -- the floor passes to the limit and forces the residual to vanish
    have h : ε i₀ + g * (1 - weight W (b i₀)) ≤ ε i₀ :=
      ge_of_tendsto' hlim fun n => energy_floor hH hg.le hgap W (hψ n).1 (hψ n).2
    rw [one_sub_weight W hφ] at h
    by_contra hW
    have hne : b i₀ - W.starProjection (b i₀) ≠ 0 := by
      intro h0
      rw [sub_eq_zero] at h0
      exact hW (by rw [h0]; exact W.starProjection_apply_mem _)
    have hpos := mul_pos hg (pow_pos (norm_pos_iff.2 hne) 2)
    linarith
  · intro hW
    have hE : energy H (b i₀) = ε i₀ := by
      have e : H (b i₀) = (ε i₀ : ℂ) • b i₀ := hH i₀
      unfold energy
      rw [e, inner_smul_right, inner_self_eq_norm_sq_to_K, hφ]
      simp
    refine ⟨fun _ => b i₀, fun _ => ⟨hW, hφ⟩, ?_⟩
    show Tendsto (fun _ : ℕ => energy H (b i₀)) atTop (𝓝 (ε i₀))
    rw [hE]
    exact tendsto_const_nhds

/-- If a second eigenvector has eigenvalue exactly `E₀ + g` and `c² + s² = 1`, then
`ψ = c b i₀ + s b i₁` is a unit vector, `b i₀` has weight `c²` in the line spanned by `ψ`,
and the energy of `ψ` equals `E₀ + g (1 - c²)`. -/
theorem energy_floor_sharp {H : E →ₗ[ℂ] E} {b : OrthonormalBasis ι ℂ E} {ε : ι → ℝ}
    (hH : IsEigenbasis H b ε) {i₀ i₁ : ι} (hne : i₀ ≠ i₁) {g c s : ℝ}
    (hg : ε i₁ = ε i₀ + g) (hcs : c ^ 2 + s ^ 2 = 1) {ψ : E}
    (hψ : ψ = (c : ℂ) • b i₀ + (s : ℂ) • b i₁) :
    ‖ψ‖ = 1 ∧ weight (ℂ ∙ ψ) (b i₀) = c ^ 2 ∧ energy H ψ = ε i₀ + g * (1 - c ^ 2) := by
  classical
  have ho := orthonormal_iff_ite.mp b.orthonormal
  have h00 : ⟪b i₀, b i₀⟫_ℂ = 1 := by rw [ho, if_pos rfl]
  have h11 : ⟪b i₁, b i₁⟫_ℂ = 1 := by rw [ho, if_pos rfl]
  have h01 : ⟪b i₀, b i₁⟫_ℂ = 0 := by rw [ho, if_neg hne]
  have h10 : ⟪b i₁, b i₀⟫_ℂ = 0 := by rw [ho, if_neg hne.symm]
  have e0 : H (b i₀) = (ε i₀ : ℂ) • b i₀ := hH i₀
  have e1 : H (b i₁) = (ε i₁ : ℂ) • b i₁ := hH i₁
  have hcs' : (c : ℂ) ^ 2 + (s : ℂ) ^ 2 = 1 := by exact_mod_cast hcs
  have hin : ⟪ψ, ψ⟫_ℂ = 1 := by
    simp only [hψ, inner_add_left, inner_add_right, inner_smul_left, inner_smul_right,
      h00, h01, h10, h11, Complex.conj_ofReal]
    linear_combination hcs'
  have hsq : ‖ψ‖ ^ 2 = 1 := by
    rw [← inner_self_eq_norm_sq (𝕜 := ℂ), hin]
    simp
  have hn : ‖ψ‖ = 1 := (sq_eq_sq₀ (norm_nonneg _) zero_le_one).1 (by rw [hsq, one_pow])
  have hov : ⟪ψ, b i₀⟫_ℂ = (c : ℂ) := by
    simp only [hψ, inner_add_left, inner_smul_left, h00, h10, Complex.conj_ofReal]
    ring
  have hP : (ℂ ∙ ψ).starProjection (b i₀) = ⟪ψ, b i₀⟫_ℂ • ψ := by
    exact Submodule.starProjection_unit_singleton ℂ hn _
  have hE : ⟪ψ, H ψ⟫_ℂ = ((c ^ 2 * ε i₀ + s ^ 2 * ε i₁ : ℝ) : ℂ) := by
    simp only [hψ, map_add, map_smul, e0, e1, inner_add_left, inner_add_right,
      inner_smul_left, inner_smul_right, h00, h01, h10, h11, Complex.conj_ofReal]
    push_cast
    ring
  refine ⟨hn, ?_, ?_⟩
  · rw [weight, hP, hov, norm_smul, hn, mul_one, Complex.norm_real, Real.norm_eq_abs, sq_abs]
  · rw [energy, hE, Complex.ofReal_re, hg]
    linear_combination (ε i₀ + g) * hcs

/-- The two-level Hamiltonian on `ℂ²` that multiplies the standard basis vectors by
`0` and `1`. -/
def twoLevel : EuclideanSpace ℂ (Fin 2) →ₗ[ℂ] EuclideanSpace ℂ (Fin 2) :=
  (EuclideanSpace.basisFun (Fin 2) ℂ).toBasis.constr ℂ fun i =>
    (((![0, 1] : Fin 2 → ℝ) i : ℝ) : ℂ) • EuclideanSpace.basisFun (Fin 2) ℂ i

/-- The standard basis is an eigenbasis of the two-level Hamiltonian with eigenvalues `0, 1`,
and the level other than the first lies at least `1` above the first. -/
theorem gap_witness :
    IsEigenbasis twoLevel (EuclideanSpace.basisFun (Fin 2) ℂ) ![0, 1] ∧
      ∀ i : Fin 2, i ≠ 0 → (![0, 1] : Fin 2 → ℝ) 0 + 1 ≤ (![0, 1] : Fin 2 → ℝ) i := by
  constructor
  · intro i
    have h := (EuclideanSpace.basisFun (Fin 2) ℂ).toBasis.constr_basis ℂ (fun i =>
      (((![0, 1] : Fin 2 → ℝ) i : ℝ) : ℂ) • EuclideanSpace.basisFun (Fin 2) ℂ i) i
    unfold twoLevel
    exact h
  · intro i hi
    fin_cases i
    · exact absurd rfl hi
    · simp

end

end BasisSpanEnergyFloor
```

```lean
#print axioms BasisSpanEnergyFloor.energy_floor
-- 'BasisSpanEnergyFloor.energy_floor' depends on axioms: [propext, Classical.choice, Quot.sound]
#print axioms BasisSpanEnergyFloor.tendsto_ground_energy_iff
-- 'BasisSpanEnergyFloor.tendsto_ground_energy_iff' depends on axioms: [propext, Classical.choice, Quot.sound]
#print axioms BasisSpanEnergyFloor.energy_floor_sharp
-- 'BasisSpanEnergyFloor.energy_floor_sharp' depends on axioms: [propext, Classical.choice, Quot.sound]
```

## How the Lean objects carry the physics

The type `E` is $\mathcal V$, the finite type `ι` labels the eigenvectors, `b i₀` is $\phi$ and `ε i₀` is $E_0$. The predicate `IsEigenbasis H b ε` is the eigenvalue equation with real `ε`. It takes the place of Hermiticity: in finite dimension the spectral theorem supplies such a basis for a Hermitian $H$, and the file starts from the basis without deriving it. The hypothesis `hgap` is the gap condition and is assumed. The subspace is `W : Submodule ℂ E`, the projector is `W.starProjection`, and `weight W (b i₀)` is $s$.

Statement 1 is `energy_floor`, with `hg : 0 ≤ g`; at $g=0$ it reduces to the variational bound $\mathcal E(\psi)\ge E_0$. Statement 2 is `tendsto_ground_energy_iff`, with `hg : 0 < g`. Its sequence is arbitrary and need not come from nested bases, so it includes normalised Rayleigh–Ritz vectors of any bases drawn from $W$. For $W=\{0\}$ there are no unit vectors: the floor is then empty of content, and both sides of the equivalence are false.

Statement 3 is `energy_floor_sharp`, whose variable `s` is the mixing coefficient $\sigma$ and not the weight. It uses only the two eigenvalues involved and needs neither `hgap` nor a sign of $g$. It shows equality for this family of lines; for a general $W$ the lowest energy may lie strictly above the floor. The results concern the lowest level of a fixed linear $H$, so they do not cover bands with other states of $\mathcal V$ below them, self-consistency, or infinite-dimensional function spaces.

## How the lemmas follow the derivation

`energy_expansion` is the spectral sum. Its step `h1` rewrites $\psi$ with `b.sum_repr'` and applies `hH` term by term to obtain $H\psi$. Then `inner_conj_symm` turns $\langle\psi,b_i\rangle$ into $\overline{a_i}$, and each term closes as an identity in the real and imaginary parts of one complex number `z`.

`energy_ge_of_gap` is (A), and it needs no sign of $g$. The inequality `key` compares the two sums term by term through `Finset.sum_le_sum`, with equality at $i_0$ and `hgap` elsewhere. Parseval enters as `b.sum_sq_norm_inner_right`, and `Finset.sum_ite_eq'` picks out the single correction $g|a_{i_0}|^2$.

`overlap_le_weight` is (B): `h0` is the orthogonality of the residual to $\psi$, `norm_inner_le_norm` is Cauchy–Schwarz, and the last line squares it. `energy_floor` sets the norm to 1 in both inequalities, multiplies (B) by $g$ in `h3`, and adds with `linarith`. `one_sub_weight` is (C).

In `tendsto_ground_energy_iff`, the lemma `ge_of_tendsto'` carries the floor to the limit. The argument then runs by contradiction: if $\phi\notin W$ the residual is nonzero (`hne`), so $g\|\phi-P_W\phi\|^2>0$ (`hpos`), against the limiting inequality. The converse computes `hE` and uses the constant sequence.

`energy_floor_sharp` first records the four inner products of $b_{i_0}$ and $b_{i_1}$, then expands $\langle\psi,\psi\rangle$, $\langle\psi,\phi\rangle$ and $\langle\psi,H\psi\rangle$ in `hin`, `hov` and `hE`. The projection on the line is `hP`. The closing `linear_combination (ε i₀ + g) * hcs` expresses that the two sides of the energy identity differ by $(E_0+g)(c^2+\sigma^2-1)$.

Finally, `twoLevel` is $H=\mathrm{diag}(0,1)$ on $\mathbb C^2$, and `gap_witness` shows that the standard basis satisfies `IsEigenbasis` and the gap condition with $i_0=0$, $E_0=0$ and $g=1$. For this system the floor reads $\mathcal E(\psi)\ge 1-s$.
